# First-order Doppler shifts of a Maxwellian gas give a Gaussian profile of full width $\nu_0\sqrt{8kT\ln 2/(Mc^2)}$ at half maximum

Emitters of mass $M$ in a gas at temperature $T$ produce a Gaussian distribution of observed frequencies, centred at the rest frequency $\nu_0$, with variance $\nu_0^2kT/(Mc^2)$ and full width at half maximum $\nu_0\sqrt{8kT\ln 2/(Mc^2)}$. Here $k$ is Boltzmann's constant, $c$ the speed of light, and the velocity $v$ towards the observer has density proportional to $e^{-Mv^2/(2kT)}$, with $\nu=\nu_0(1+v/c)$. I know the usual change of variables, but I would like to see the claim made rigorous, normalisation included, and checked by machine. How does that go in Lean 4 with Mathlib?

## From thermal velocities to the linewidth

The Boltzmann weight has the integral
$$\int_{-\infty}^{\infty}e^{-Mv^2/(2kT)}\,dv=\sqrt{2\pi kT/M},$$
so $v$ is Gaussian with mean $0$ and variance $kT/M$. Since $\nu$ is $v$ scaled by $\nu_0/c$ and shifted by $\nu_0$, its mean is $\nu_0$ and its variance is
$$s=\left(\frac{\nu_0}{c}\right)^2\frac{kT}{M}=\frac{\nu_0^2kT}{Mc^2}.$$
Substituting $v=c(\nu-\nu_0)/\nu_0$ and $dv=(c/\nu_0)\,d\nu$ gives the density
$$p(\nu)=\frac{c}{\nu_0}\,\frac{e^{-Mc^2(\nu-\nu_0)^2/(2kT\nu_0^2)}}{\sqrt{2\pi kT/M}}=\frac{e^{-(\nu-\nu_0)^2/(2s)}}{\sqrt{2\pi s}}.$$
The exponent is never positive and vanishes at $\nu_0$, so the maximum is there. Taking logarithms,
$$p(\nu)\ge \tfrac12p(\nu_0)\iff \frac{(\nu-\nu_0)^2}{2s}\le\ln 2\iff|\nu-\nu_0|\le\sqrt{2s\ln2}.$$
This interval has length
$$w=2\sqrt{2s\ln 2}=\nu_0\sqrt{\frac{8kT\ln2}{Mc^2}}.$$
Squaring and solving for the temperature gives $T=Mc^2w^2/(8k\nu_0^2\ln2)$.

The complete Lean file is:

```lean
import Mathlib

open MeasureTheory ProbabilityTheory

namespace DopplerBroadening

noncomputable section

/-- The Boltzmann weight `exp(-M v² / (2 k T))` of the velocity `v` along the line of sight,
for `k T ≠ 0`. -/
def maxwellWeight (M k T v : ℝ) : ℝ := Real.exp (-M * v ^ 2 / (2 * (k * T)))

/-- The one-dimensional Maxwell law: the measure whose density is the Boltzmann weight divided
by its integral, for positive `M`, `k`, `T`. -/
def maxwellLaw (M k T : ℝ) : Measure ℝ :=
  volume.withDensity fun v =>
    ENNReal.ofReal (maxwellWeight M k T v / ∫ u, maxwellWeight M k T u)

/-- The first-order Doppler-shifted frequency `ν₀ (1 + v / c)`, for `c ≠ 0`. -/
def dopplerFrequency (ν₀ c v : ℝ) : ℝ := ν₀ * (1 + v / c)

/-- The Gaussian density with centre `m` and variance `s`, for `s > 0`. -/
def gaussianDensity (m s x : ℝ) : ℝ :=
  Real.exp (-(x - m) ^ 2 / (2 * s)) / Real.sqrt (2 * Real.pi * s)

/-- The Doppler variance `ν₀² k T / (M c²)`, for nonzero `M` and `c`. -/
def dopplerVariance (M k T ν₀ c : ℝ) : ℝ := ν₀ ^ 2 * (k * T) / (M * c ^ 2)

/-- The Doppler width `ν₀ √(8 k T ln 2 / (M c²))`, for positive `M`, `k`, `T`, `c`. -/
def dopplerWidth (M k T ν₀ c : ℝ) : ℝ :=
  ν₀ * Real.sqrt (8 * (k * T) * Real.log 2 / (M * c ^ 2))

/-- The Boltzmann weight integrates to `√(2π k T / M)` over all velocities. -/
theorem maxwell_normalization {M k T : ℝ} (hM : 0 < M) (hk : 0 < k) (hT : 0 < T) :
    ∫ v, maxwellWeight M k T v = Real.sqrt (2 * Real.pi * (k * T / M)) := by
  have e : ∀ v : ℝ, -M * v ^ 2 / (2 * (k * T)) = -(M / (2 * (k * T))) * v ^ 2 := by
    intro v
    ring
  simp only [maxwellWeight, e]
  rw [integral_gaussian]
  congr 1
  field_simp

/-- The measure with density `gaussianDensity m s` is the normal law of mean `m` and
variance `s`. -/
theorem withDensity_gaussianDensity (m : ℝ) {s : ℝ} (hs : 0 < s) :
    volume.withDensity (fun x => ENNReal.ofReal (gaussianDensity m s x)) =
      gaussianReal m s.toNNReal := by
  rw [gaussianReal_of_var_ne_zero _ (Real.toNNReal_pos.2 hs).ne']
  congr 1
  funext x
  simp only [gaussianPDF, gaussianPDFReal, gaussianDensity, Real.coe_toNNReal s hs.le]
  rw [div_eq_inv_mul (Real.exp _)]

/-- The Maxwell law is the normal law of mean zero and variance `k T / M`. -/
theorem maxwellLaw_eq_gaussian {M k T : ℝ} (hM : 0 < M) (hk : 0 < k) (hT : 0 < T) :
    maxwellLaw M k T = gaussianReal 0 (k * T / M).toNNReal := by
  rw [← withDensity_gaussianDensity 0 (by positivity : 0 < k * T / M)]
  unfold maxwellLaw
  congr 1
  funext v
  have e : -M * v ^ 2 / (2 * (k * T)) = -(v - 0) ^ 2 / (2 * (k * T / M)) := by
    rw [sub_zero]
    field_simp
  rw [maxwell_normalization hM hk hT, maxwellWeight, gaussianDensity, e]

/-- The Doppler-shifted frequency of a Maxwellian emitter follows the normal law of mean `ν₀`
and variance `ν₀² k T / (M c²)`. -/
theorem map_dopplerFrequency {M k T ν₀ c : ℝ} (hM : 0 < M) (hk : 0 < k) (hT : 0 < T)
    (hν : 0 < ν₀) (hc : 0 < c) :
    (maxwellLaw M k T).map (dopplerFrequency ν₀ c) =
      gaussianReal ν₀ (dopplerVariance M k T ν₀ c).toNNReal := by
  have hs : 0 < dopplerVariance M k T ν₀ c := by
    unfold dopplerVariance
    positivity
  have hq : 0 < k * T / M := by positivity
  -- the Doppler map is a scaling followed by a shift
  have hf : dopplerFrequency ν₀ c = (fun x => ν₀ + x) ∘ (fun v => ν₀ / c * v) := by
    funext v
    simp only [dopplerFrequency, Function.comp_apply]
    ring
  have hadd : Measurable (fun x : ℝ => ν₀ + x) := by fun_prop
  have hmul : Measurable (fun v : ℝ => ν₀ / c * v) := by fun_prop
  rw [maxwellLaw_eq_gaussian hM hk hT, hf, ← Measure.map_map hadd hmul,
    gaussianReal_map_const_mul, gaussianReal_map_const_add]
  congr 1
  · ring
  · apply NNReal.eq
    rw [NNReal.coe_mul, Real.coe_toNNReal _ hq.le, Real.coe_toNNReal _ hs.le]
    change (ν₀ / c) ^ 2 * (k * T / M) = ν₀ ^ 2 * (k * T) / (M * c ^ 2)
    ring

/-- A Gaussian density is nowhere larger than at its centre. -/
theorem gaussianDensity_le_peak (m x : ℝ) {s : ℝ} (hs : 0 < s) :
    gaussianDensity m s x ≤ gaussianDensity m s m := by
  unfold gaussianDensity
  apply div_le_div_of_nonneg_right _ (Real.sqrt_nonneg _)
  apply Real.exp_le_exp.2
  have z : -(0 : ℝ) ^ 2 / (2 * s) = 0 := by simp
  have h : 0 ≤ (x - m) ^ 2 / (2 * s) := by positivity
  rw [sub_self m, z, neg_div]
  linarith

/-- A Gaussian density of variance `s` is at least half its central value exactly within
`√(2 s ln 2)` of the centre. -/
theorem gaussianDensity_half_max (m : ℝ) {s : ℝ} (hs : 0 < s) :
    {x | gaussianDensity m s m / 2 ≤ gaussianDensity m s x} =
      Set.Icc (m - Real.sqrt (2 * s * Real.log 2)) (m + Real.sqrt (2 * s * Real.log 2)) := by
  have hl : 0 < Real.log 2 := Real.log_pos one_lt_two
  have hn : 0 < Real.sqrt (2 * Real.pi * s) := Real.sqrt_pos.2 (by positivity)
  have h0 : gaussianDensity m s m / 2 =
      Real.exp (-Real.log 2) / Real.sqrt (2 * Real.pi * s) := by
    have z : -(0 : ℝ) ^ 2 / (2 * s) = 0 := by simp
    rw [Real.exp_neg, Real.exp_log two_pos, gaussianDensity, sub_self, z, Real.exp_zero]
    ring
  ext x
  -- compare exponents
  rw [Set.mem_ofPred_eq, h0, gaussianDensity, div_le_div_iff_of_pos_right hn,
    Real.exp_le_exp, le_div_iff₀ (by positivity), Set.mem_Icc]
  constructor
  · intro h
    have h2 := abs_le.1 (Real.abs_le_sqrt
      (show (x - m) ^ 2 ≤ 2 * s * Real.log 2 by linarith))
    constructor <;> linarith [h2.1, h2.2]
  · rintro ⟨ha, hb⟩
    have h2 := sq_le_sq' (show -Real.sqrt (2 * s * Real.log 2) ≤ x - m by linarith)
      (show x - m ≤ Real.sqrt (2 * s * Real.log 2) by linarith)
    rw [Real.sq_sqrt (by positivity)] at h2
    linarith

/-- Doppler broadening: the frequency has a Gaussian density with mean `ν₀` and variance
`ν₀² k T / (M c²)`, largest at `ν₀`, and it is at least half its maximum exactly on the closed
interval centred at `ν₀` of length `ν₀ √(8 k T ln 2 / (M c²))`. -/
theorem doppler_broadening {M k T ν₀ c : ℝ} (hM : 0 < M) (hk : 0 < k) (hT : 0 < T)
    (hν : 0 < ν₀) (hc : 0 < c) :
    let law := (maxwellLaw M k T).map (dopplerFrequency ν₀ c)
    let profile := gaussianDensity ν₀ (dopplerVariance M k T ν₀ c)
    let w := dopplerWidth M k T ν₀ c
    law = volume.withDensity (fun ν => ENNReal.ofReal (profile ν)) ∧
      ∫ ν, ν ∂law = ν₀ ∧
      variance id law = dopplerVariance M k T ν₀ c ∧
      (∀ ν, profile ν ≤ profile ν₀) ∧
      {ν | profile ν₀ / 2 ≤ profile ν} = Set.Icc (ν₀ - w / 2) (ν₀ + w / 2) := by
  intro law profile w
  have hs : 0 < dopplerVariance M k T ν₀ c := by
    unfold dopplerVariance
    positivity
  have hlaw : law = gaussianReal ν₀ (dopplerVariance M k T ν₀ c).toNNReal :=
    map_dopplerFrequency hM hk hT hν hc
  refine ⟨?_, ?_, ?_, fun ν => gaussianDensity_le_peak ν₀ ν hs, ?_⟩
  · rw [hlaw]
    exact (withDensity_gaussianDensity ν₀ hs).symm
  · rw [hlaw, integral_id_gaussianReal]
  · rw [hlaw, variance_id_gaussianReal, Real.coe_toNNReal _ hs.le]
  · -- the half width of the Gaussian is half the Doppler width
    have hl : 0 < Real.log 2 := Real.log_pos one_lt_two
    have hw : 0 ≤ dopplerWidth M k T ν₀ c / 2 := by
      unfold dopplerWidth
      positivity
    have e : 2 * dopplerVariance M k T ν₀ c * Real.log 2 =
        (dopplerWidth M k T ν₀ c / 2) ^ 2 := by
      unfold dopplerVariance dopplerWidth
      rw [div_pow, mul_pow, Real.sq_sqrt (by positivity)]
      ring
    have h := gaussianDensity_half_max ν₀ hs
    rw [e, Real.sqrt_sq hw] at h
    exact h

/-- Doppler thermometry: the temperature equals `M c² w² / (8 k ν₀² ln 2)`, where `w` is the
Doppler width. -/
theorem temperature_from_width {M k T ν₀ c : ℝ} (hM : 0 < M) (hk : 0 < k) (hT : 0 < T)
    (hν : 0 < ν₀) (hc : 0 < c) :
    T = M * c ^ 2 * dopplerWidth M k T ν₀ c ^ 2 / (8 * k * ν₀ ^ 2 * Real.log 2) := by
  have hl : 0 < Real.log 2 := Real.log_pos one_lt_two
  unfold dopplerWidth
  rw [mul_pow, Real.sq_sqrt (by positivity)]
  field_simp

end

end DopplerBroadening
```

```lean
#print axioms DopplerBroadening.doppler_broadening
#print axioms DopplerBroadening.temperature_from_width
```

```
'DopplerBroadening.doppler_broadening' depends on axioms: [propext, Classical.choice, Quot.sound]
'DopplerBroadening.temperature_from_width' depends on axioms: [propext, Classical.choice, Quot.sound]
```

## What `doppler_broadening` says

`maxwellLaw M k T` is the velocity distribution, defined as the Boltzmann weight divided by its own integral. Its image under `dopplerFrequency ν₀ c`, called `law`, is the distribution of observed frequencies. All five parameters are positive reals. The theorem states that:

- `law` has the density `profile`, the Gaussian with centre $\nu_0$ and variance $s$;
- its mean is $\nu_0$;
- its variance is `dopplerVariance M k T ν₀ c`, which is $s$;
- `profile` is nowhere larger than at $\nu_0$;
- `profile` is at least half its peak value exactly on the closed interval from $\nu_0-w/2$ to $\nu_0+w/2$.

The Maxwell law is an assumption: it stands for classical translational motion in thermal equilibrium. The shift is first order in $v/c$, and $v$ ranges over all real numbers, so the Gaussian has a tail at unphysical velocities and negative frequencies, which is tiny when $kT\ll Mc^2$. Reading `profile` as a line shape also supposes that every emitter is sharp at $\nu_0$ in its rest frame and contributes equally; natural and collisional broadening are absent. Within this model, the result turns a quantum-mechanical transition frequency into a thermal linewidth.

## How the proof follows the derivation

`maxwell_normalization` puts the exponent in the form $-bv^2$ with $b=M/(2kT)$ and applies Mathlib's `integral_gaussian`. `withDensity_gaussianDensity` identifies the explicit density with Mathlib's normal law `gaussianReal`, and `maxwellLaw_eq_gaussian` uses both to recognise the Maxwell law.

Instead of substituting in the density, `map_dopplerFrequency` splits the Doppler map into a scaling and a shift, and Mathlib's rules for normal laws carry the mean and variance through each.

`gaussianDensity_le_peak` compares exponents. `gaussianDensity_half_max` writes the factor $1/2$ as $e^{-\ln2}$, cancels the common normalisation and compares exponents again; `Real.abs_le_sqrt` and `sq_le_sq'` then give the two directions between the squared inequality and the interval.

The main theorem assembles these results and checks that $2s\ln2=(w/2)^2$. `temperature_from_width` squares the width formula and solves it for $T$.

## The width in a spectrum calculation

A program that simulates a gas-phase spectrum in which Doppler broadening dominates can give each line the standard deviation `sigma = nu0*sqrt(k*T/(M*c**2))`, and the full width is then about `2.3548*sigma`. With $k$ in joules per kelvin, $M$ is the mass of one emitter in kilograms; with a molar mass in kilograms per mole, $k$ is replaced by the gas constant in joules per mole per kelvin. In both cases $c$ is in metres per second. Check whether a line-shape routine expects the standard deviation, the half width or the full width.
